# A classical phonon mode with a stabilising quartic term has a unique, positive self-consistent stiffness about x = 0 at every T > 0, even if its harmonic term is negative

A soft phonon mode can sit at a point where the energy curves downwards. The harmonic force constant is then negative and the harmonic frequency imaginary, although a quartic term keeps the atoms from running away. I describe such a mode by one coordinate $x$ with potential $V(x) = \tfrac{a}{2}x^2 + b x^4$, where $b > 0$ and $a$ may have either sign, and I treat it classically at temperature $T > 0$ with $k_B = 1$.

Self-consistent phonon theory replaces the mode by a harmonic oscillator, which I keep centred at $x = 0$, and chooses its stiffness $k > 0$ to minimise a variational free energy. Up to a constant, I find

$$F(k) = \frac{T}{2}\log k + \frac{aT}{2k} + \frac{3bT^2}{k^2}.$$

The claim is that $k = \tfrac12\left(a + \sqrt{a^2 + 48bT}\right)$ is the only global minimiser on $k > 0$, that it is positive even for $a < 0$, and that it grows strictly with $T$. Setting $F'(k) = 0$ gives me the formula, but I would like a complete proof that a machine has checked, and one that starts from the Gaussian integrals instead of postulating $F$. Can that be done?

## The minimum follows from an exact formula for the excess free energy

Yes. The derivation needs Gaussian moments, one quadratic equation and the inequality $\log u < u - 1$ for positive $u \neq 1$.

### From Gaussian averages to F(k)

The trial oscillator has the Boltzmann weight $w_k(x) = e^{-kx^2/(2T)}$ and the configurational partition function

$$Z_k = \int w_k\,dx = \sqrt{2\pi T/k}.$$

Write $\langle f\rangle_k = Z_k^{-1}\int f\,w_k\,dx$ for its thermal averages. For every natural number $n$,

$$\frac{d}{dx}\left(x^{n+1}w_k\right) = (n+1)\,x^n w_k - \frac{k}{T}\,x^{n+2}w_k .$$

The left side integrates to zero over the real line, so

$$\langle x^{n+2}\rangle_k = (n+1)\frac{T}{k}\langle x^n\rangle_k .$$

Starting from $\langle 1\rangle_k = 1$, this gives $\langle x^2\rangle_k = T/k$ and $\langle x^4\rangle_k = 3(T/k)^2$.

The kinetic part of the free energy does not depend on $k$ and is left out here. The variational free energy is then the configurational free energy of the trial oscillator plus the trial average of what the harmonic potential leaves out:

$$-T\log Z_k + \left\langle V - \tfrac{k}{2}x^2\right\rangle_k .$$

The first term is $\tfrac{T}{2}\log k - \tfrac{T}{2}\log(2\pi T)$. The second is

$$\frac{a-k}{2}\,\frac{T}{k} + 3b\,\frac{T^2}{k^2} = \frac{aT}{2k} - \frac{T}{2} + \frac{3bT^2}{k^2}.$$

The sum is $F(k) - \tfrac{T}{2}\left(\log(2\pi T) + 1\right)$, and the subtracted term does not depend on $k$. Minimising $F$ is therefore the same as minimising the variational free energy.

### The stiffness and its quadratic equation

Differentiation gives

$$F'(k) = \frac{T}{2k^3}\left(k^2 - ak - 12bT\right).$$

Let $s = \tfrac12\left(a + \sqrt{a^2 + 48bT}\right)$. Since $48bT > 0$, the square root exceeds $|a|$, so $s > 0$ for either sign of $a$. Squaring out gives $s^2 = as + 12bT$, or, after division by $s$,

$$s = a + \frac{12bT}{s}.$$

The right side is the average of the curvature $V''(x) = a + 12bx^2$ in the oscillator of stiffness $s$. This is the self-consistency condition: the mode feels the mean curvature that its own fluctuations sample.

### Why the minimum is global and unique

Insert $a = s - 12bT/s$ into the difference $F(k) - F(s)$. The term in $a$ becomes

$$\frac{aT}{2}\left(\frac1k - \frac1s\right) = \frac{T}{2}\left(\frac{s}{k} - 1\right) - \frac{6bT^2}{s}\left(\frac1k - \frac1s\right).$$

Its last part completes the square with $3bT^2\left(1/k^2 - 1/s^2\right)$. Together with $\tfrac{T}{2}\log(k/s) = -\tfrac{T}{2}\log(s/k)$ this leaves

$$F(k) - F(s) = \frac{T}{2}\left(\frac{s}{k} - 1 - \log\frac{s}{k}\right) + 3bT^2\left(\frac1k - \frac1s\right)^2 .$$

For $k > 0$ and $k \neq s$, the first term is strictly positive by the logarithm inequality with $u = s/k$, and the second is not negative. Hence $F(k) > F(s)$.

Finally, $T$ enters $s$ only through $48bT$ under the square root, so $s$ grows strictly with $T$.

### What the Lean definitions and theorems say

All quantities are real numbers. `potential` is $V$, `weight` is $w_k$, `partitionFn` is $Z_k$ as an integral over the whole line, and `trialAverage` is $\langle f\rangle_k$. `variationalFreeEnergy` is built from these integrals, `F` is the explicit function, and `stiffness` is $s$.

- `variationalFreeEnergy_eq` states, for $k, T > 0$ and any real $a$ and $b$, that the variational free energy is `F` minus the constant found above.
- `unique_minimiser` states, for $b, T > 0$ and any real $a$, that $s > 0$ and that $F(s) < F(k)$ for every positive $k \neq s$.
- `self_consistency` states that $s$ equals the average curvature in its own trial oscillator.
- `stiffness_strictMonoOn` states, for $b > 0$, that $s$ increases strictly on $T \ge 0$; `Set.Ici 0` is that half-line.

The hypothesis $b > 0$ stands for a potential that confines the mode at large displacement. The model is one classical coordinate, without zero-point motion, cubic terms or coupling to other modes. The trial oscillator is centred at $x = 0$; for $a < 0$ and low temperature, a trial oscillator displaced into one of the two wells can have a lower free energy.

```lean
import Mathlib

open MeasureTheory

namespace SelfConsistentPhonon

noncomputable section

/-- The quartic anharmonic potential `a x² / 2 + b x⁴` of one phonon coordinate. -/
def potential (a b x : ℝ) : ℝ := a / 2 * x ^ 2 + b * x ^ 4

/-- The classical Boltzmann weight of a harmonic trial oscillator of stiffness `k > 0`
at temperature `T > 0`, in units with Boltzmann constant one. -/
def weight (k T x : ℝ) : ℝ := Real.exp (-(k / (2 * T)) * x ^ 2)

/-- The configurational partition function of the trial oscillator, for `k, T > 0`. -/
def partitionFn (k T : ℝ) : ℝ := ∫ x, weight k T x

/-- The thermal average of `f` in the trial oscillator, for `k, T > 0`. -/
def trialAverage (k T : ℝ) (f : ℝ → ℝ) : ℝ :=
  (∫ x, f x * weight k T x) / partitionFn k T

/-- The variational free energy for `k, T > 0`, without the kinetic part, which does not depend on
`k`: the configurational free energy of the trial oscillator plus the trial average of the
difference between the true and the harmonic potential. -/
def variationalFreeEnergy (a b T k : ℝ) : ℝ :=
  -T * Real.log (partitionFn k T) +
    trialAverage k T (fun x => potential a b x - k / 2 * x ^ 2)

/-- The explicit free-energy function `F(k)` of the trial stiffness, for `k > 0`. -/
def F (a b T k : ℝ) : ℝ :=
  T / 2 * Real.log k + a * T / (2 * k) + 3 * b * T ^ 2 / k ^ 2

/-- The formula `(a + √(a² + 48 b T)) / 2`, which gives the self-consistent stiffness for
`b, T > 0`. -/
def stiffness (a b T : ℝ) : ℝ := (a + Real.sqrt (a ^ 2 + 48 * b * T)) / 2

/-- For `k, T > 0`, the trial partition function is `√(2πT/k)`. -/
theorem partitionFn_eq {k T : ℝ} (_hk : 0 < k) (_hT : 0 < T) :
    partitionFn k T = Real.sqrt (2 * Real.pi * T / k) := by
  simp only [partitionFn, weight]
  rw [integral_gaussian, div_div_eq_mul_div]
  congr 1
  ring

/-- For `k, T > 0`, every moment integral of the trial oscillator converges. -/
theorem integrable_moment {k T : ℝ} (hk : 0 < k) (hT : 0 < T) (n : ℕ) :
    Integrable (fun x : ℝ => x ^ n * weight k T x) := by
  have hn : (0 : ℝ) ≤ n := Nat.cast_nonneg n
  have h := integrable_rpow_mul_exp_neg_mul_sq (b := k / (2 * T)) (by positivity)
    (s := (n : ℝ)) (by linarith)
  simpa only [weight, Real.rpow_natCast] using h

/-- For `k, T > 0`, successive moments of the trial oscillator obey
`⟨x^(n+2)⟩ = (n+1) (T/k) ⟨x^n⟩`. -/
theorem moment_recursion {k T : ℝ} (hk : 0 < k) (hT : 0 < T) (n : ℕ) :
    trialAverage k T (fun x => x ^ (n + 2)) =
      ((n : ℝ) + 1) * (T / k) * trialAverage k T (fun x => x ^ n) := by
  have hd : ∀ x : ℝ, HasDerivAt (fun x : ℝ => x ^ (n + 1) * weight k T x)
      (((n : ℝ) + 1) * (x ^ n * weight k T x) - k / T * (x ^ (n + 2) * weight k T x)) x := by
    intro x
    have h2 : HasDerivAt (fun y : ℝ => -(k / (2 * T)) * y ^ 2)
        (-(k / (2 * T)) * (2 * x)) x :=
      ((hasDerivAt_pow 2 x).const_mul (-(k / (2 * T)))).congr_deriv (by norm_num)
    have hw : HasDerivAt (weight k T) (weight k T x * (-(k / (2 * T)) * (2 * x))) x := h2.exp
    refine ((hasDerivAt_pow (n + 1) x).fun_mul hw).congr_deriv ?_
    rw [Nat.add_sub_cancel]
    push_cast
    ring
  have i0 := (integrable_moment hk hT n).const_mul ((n : ℝ) + 1)
  have i2 := (integrable_moment hk hT (n + 2)).const_mul (k / T)
  -- the integral of a total derivative vanishes
  have h0 := integral_eq_zero_of_hasDerivAt_of_integrable hd (i0.sub i2)
    (integrable_moment hk hT (n + 1))
  rw [integral_sub i0 i2, integral_const_mul, integral_const_mul] at h0
  have hkT : T / k * (k / T) = 1 := by field_simp
  have h : (∫ x : ℝ, x ^ (n + 2) * weight k T x) =
      ((n : ℝ) + 1) * (T / k) * ∫ x : ℝ, x ^ n * weight k T x := by
    linear_combination (-(T / k)) * h0 - (∫ x : ℝ, x ^ (n + 2) * weight k T x) * hkT
  simp only [trialAverage]
  rw [h]
  ring

/-- For `k, T > 0`, the trial average of `c₀ + c₂ x² + c₄ x⁴` is
`c₀ + c₂ T/k + 3 c₄ (T/k)²`. -/
theorem trialAverage_quartic {k T : ℝ} (hk : 0 < k) (hT : 0 < T) (c₀ c₂ c₄ : ℝ) :
    trialAverage k T (fun x => c₀ + c₂ * x ^ 2 + c₄ * x ^ 4) =
      c₀ + c₂ * (T / k) + 3 * c₄ * (T / k) ^ 2 := by
  have hZ : partitionFn k T ≠ 0 := by
    rw [partitionFn_eq hk hT]
    positivity
  have m0 : trialAverage k T (fun x => x ^ 0) = 1 := by
    simp only [trialAverage, pow_zero, one_mul]
    exact div_self hZ
  have m2 : trialAverage k T (fun x => x ^ 2) = T / k := by
    have h := moment_recursion hk hT 0
    rw [m0] at h
    simpa using h
  have m4 : trialAverage k T (fun x => x ^ 4) = 3 * (T / k) ^ 2 := by
    have h : trialAverage k T (fun x => x ^ 4) =
      (((2 : ℕ) : ℝ) + 1) * (T / k) * trialAverage k T (fun x => x ^ 2) :=
      moment_recursion hk hT 2
    rw [h, m2]
    push_cast
    ring
  have i0 := (integrable_moment hk hT 0).const_mul c₀
  have i2 := (integrable_moment hk hT 2).const_mul c₂
  have i4 := (integrable_moment hk hT 4).const_mul c₄
  have i02 : Integrable (fun x : ℝ =>
      c₀ * (x ^ 0 * weight k T x) + c₂ * (x ^ 2 * weight k T x)) := i0.add i2
  have e : (∫ x : ℝ, (c₀ + c₂ * x ^ 2 + c₄ * x ^ 4) * weight k T x) =
      ∫ x : ℝ, (c₀ * (x ^ 0 * weight k T x) + c₂ * (x ^ 2 * weight k T x)) +
        c₄ * (x ^ 4 * weight k T x) := by
    congr 1
    ext x
    ring
  simp only [trialAverage] at m0 m2 m4 ⊢
  rw [e, integral_add i02 i4, integral_add i0 i2, integral_const_mul, integral_const_mul,
    integral_const_mul]
  linear_combination c₀ * m0 + c₂ * m2 + c₄ * m4

/-- For `k, T > 0`, the variational free energy equals `F(k)` up to a term that does not
depend on the trial stiffness. -/
theorem variationalFreeEnergy_eq {k T : ℝ} (hk : 0 < k) (hT : 0 < T) (a b : ℝ) :
    variationalFreeEnergy a b T k =
      F a b T k - T / 2 * (Real.log (2 * Real.pi * T) + 1) := by
  have h : trialAverage k T (fun x => potential a b x - k / 2 * x ^ 2) =
      0 + (a / 2 - k / 2) * (T / k) + 3 * b * (T / k) ^ 2 := by
    rw [← trialAverage_quartic hk hT 0 (a / 2 - k / 2) b]
    congr 1
    ext x
    simp only [potential]
    ring
  have hkk : k * k⁻¹ = 1 := mul_inv_cancel₀ hk.ne'
  simp only [variationalFreeEnergy, F]
  rw [h, partitionFn_eq hk hT, Real.log_sqrt (by positivity),
    Real.log_div (by positivity) hk.ne']
  linear_combination (-(T / 2)) * hkk

/-- For `b, T > 0` and any real `a`, the self-consistent stiffness is positive and solves
`s² = a s + 12 b T`. -/
theorem stiffness_spec (a : ℝ) {b T : ℝ} (hb : 0 < b) (hT : 0 < T) :
    0 < stiffness a b T ∧ stiffness a b T ^ 2 = a * stiffness a b T + 12 * b * T := by
  have hbT : 0 < b * T := mul_pos hb hT
  have h1 : |a| < Real.sqrt (a ^ 2 + 48 * b * T) :=
    (Real.lt_sqrt (abs_nonneg a)).mpr (by rw [sq_abs]; linarith)
  have h2 : Real.sqrt (a ^ 2 + 48 * b * T) ^ 2 = a ^ 2 + 48 * b * T :=
    Real.sq_sqrt (by positivity)
  have h3 := neg_abs_le a
  simp only [stiffness]
  constructor
  · linarith
  · linear_combination h2 / 4

/-- For `b, T > 0`, the self-consistent stiffness equals the thermal average, in its own trial
oscillator, of the curvature `a + 12 b x²` of the potential. -/
theorem self_consistency (a : ℝ) {b T : ℝ} (hb : 0 < b) (hT : 0 < T) :
    trialAverage (stiffness a b T) T (fun x => a + 12 * b * x ^ 2) = stiffness a b T := by
  obtain ⟨hs, hq⟩ := stiffness_spec a hb hT
  generalize stiffness a b T = s at *
  have h : trialAverage s T (fun x => a + 12 * b * x ^ 2) = a + 12 * b * (T / s) := by
    simpa using trialAverage_quartic hs hT a (12 * b) 0
  have hss : s * s⁻¹ = 1 := mul_inv_cancel₀ hs.ne'
  rw [h]
  linear_combination (-s⁻¹) * hq + (s - a) * hss

/-- For `b, T > 0` and `a` of either sign, the self-consistent stiffness is positive and is
the unique global minimiser of `F` among positive stiffnesses. -/
theorem unique_minimiser (a : ℝ) {b T : ℝ} (hb : 0 < b) (hT : 0 < T) :
    0 < stiffness a b T ∧
      ∀ k, 0 < k → k ≠ stiffness a b T → F a b T (stiffness a b T) < F a b T k := by
  obtain ⟨hs, hq⟩ := stiffness_spec a hb hT
  generalize stiffness a b T = s at *
  refine ⟨hs, fun k hk hne => ?_⟩
  have hss : s * s⁻¹ = 1 := mul_inv_cancel₀ hs.ne'
  have ha : a = s - 12 * b * T / s := by
    linear_combination (-s⁻¹) * hq + (s - a) * hss
  -- the excess free energy is a logarithmic gap plus a square
  have e : F a b T k - F a b T s = T / 2 * (s / k - 1 - Real.log (s / k)) +
      3 * b * T ^ 2 * (1 / k - 1 / s) ^ 2 := by
    simp only [F]
    rw [Real.log_div hs.ne' hk.ne']
    linear_combination (T / (2 * k) - T / (2 * s)) * ha - T / 2 * hss
  have hu : s / k ≠ 1 := fun h => hne ((div_eq_one_iff_eq hk.ne').mp h).symm
  have hlog := Real.log_lt_sub_one_of_pos (div_pos hs hk) hu
  have h1 : 0 < T / 2 * (s / k - 1 - Real.log (s / k)) :=
    mul_pos (by linarith) (by linarith)
  have h2 : 0 ≤ 3 * b * T ^ 2 * (1 / k - 1 / s) ^ 2 := by positivity
  linarith

/-- For `b > 0`, the value of the formula `stiffness` increases strictly with temperature on
`T ≥ 0`. -/
theorem stiffness_strictMonoOn (a : ℝ) {b : ℝ} (hb : 0 < b) :
    StrictMonoOn (fun T => stiffness a b T) (Set.Ici 0) := by
  intro T hT T' _ hlt
  have hT0 : 0 ≤ T := hT
  have h1 : b * T < b * T' := mul_lt_mul_of_pos_left hlt hb
  have h2 : Real.sqrt (a ^ 2 + 48 * b * T) < Real.sqrt (a ^ 2 + 48 * b * T') :=
    Real.sqrt_lt_sqrt (by positivity) (by linarith)
  simp only [stiffness]
  linarith

end

end SelfConsistentPhonon
```

```lean
#print axioms SelfConsistentPhonon.variationalFreeEnergy_eq
#print axioms SelfConsistentPhonon.self_consistency
#print axioms SelfConsistentPhonon.unique_minimiser
#print axioms SelfConsistentPhonon.stiffness_strictMonoOn
```

```
'SelfConsistentPhonon.variationalFreeEnergy_eq' depends on axioms: [propext, Classical.choice, Quot.sound]
'SelfConsistentPhonon.self_consistency' depends on axioms: [propext, Classical.choice, Quot.sound]
'SelfConsistentPhonon.unique_minimiser' depends on axioms: [propext, Classical.choice, Quot.sound]
'SelfConsistentPhonon.stiffness_strictMonoOn' depends on axioms: [propext, Classical.choice, Quot.sound]
```

### How the lemmas carry the derivation

`partitionFn_eq` evaluates $Z_k$ with Mathlib's Gaussian integral, and `integrable_moment` shows that every moment integral converges. `moment_recursion` is the integration by parts: `hd` is the derivative of $x^{n+1}w_k$, and `integral_eq_zero_of_hasDerivAt_of_integrable` says that its integral vanishes. That theorem asks for integrability of the function and of its derivative, which takes the place of a separate argument about boundary terms.

`trialAverage_quartic` applies the recursion at $n = 0$ and $n = 2$ and adds up the average of $c_0 + c_2x^2 + c_4x^4$. `variationalFreeEnergy_eq` uses it with $c_0 = 0$, $c_2 = (a-k)/2$ and $c_4 = b$, and splits the logarithm of $Z_k$.

`stiffness_spec` proves $s > 0$ and $s^2 = as + 12bT$. The next two proofs then run `generalize stiffness a b T = s at *`, which forgets the square-root formula and keeps only these two facts. `self_consistency` divides the quadratic equation by $s$. In `unique_minimiser`, `ha` is the expression for $a$, `e` is the formula for the excess free energy, and `Real.log_lt_sub_one_of_pos` supplies the strict inequality. `stiffness_strictMonoOn` rests on the strict monotonicity of the square root.

### A closer look at `linear_combination`

The minimiser proof turns on the identity `e`, and the tactic `linear_combination` settles it. The user names known equations and a coefficient for each; the tactic subtracts that combination from the goal and lets `ring` confirm that nothing is left. For `e` the line is

`linear_combination (T / (2 * k) - T / (2 * s)) * ha - T / 2 * hss`

The coefficient of `ha` is $\tfrac{T}{2}\left(\tfrac1k - \tfrac1s\right)$, exactly the factor that multiplies $a$ in $F(k) - F(s)$, so this term is the substitution for $a$. The second equation, `hss`, is $s\,s^{-1} = 1$. It has to be supplied because `ring` does not know that $s \neq 0$ and so will not cancel $s$ against its inverse. The logarithms are split beforehand by `Real.log_div`, and `ring` then treats $\log s$ and $\log k$ as plain symbols.

### Without the quartic term the minimum can disappear

Take $b = 0$, $a = -1$ and $T = 1$. Then

$$F(k) = \tfrac12\log k - \frac{1}{2k},$$

which tends to $-\infty$ as $k \to 0^+$, so there is no minimiser. The formula for $s$ gives $0$, which is not an admissible stiffness. Physically, nothing confines the mode, and the trial oscillator spreads without limit.

### Use as a reference value

In lattice dynamics, the result shows within this one-mode classical model how thermal fluctuations give a positive effective stiffness to a mode that is unstable in the harmonic approximation. A positive $s$ alone does not show that $x = 0$ is the stable structure, because a displaced trial oscillator can have a lower free energy. The closed formula for $s$ can also serve as a reference value for a self-consistent phonon code that is run on this single classical mode with the trial oscillator held at $x = 0$.
